# Density dependence of the second-order energy in a finite electron-gas model with positive gap parts

Take finitely many double excitations k, with Coulomb matrix elements v_k/r and gaps D_k/r² + X_k/r, where r > 0 is the Wigner–Seitz radius. If all D_k and X_k are positive and at least one v_k is nonzero, the second-order energy

E(r) = −∑_k (v_k/r)² / (D_k/r² + X_k/r)

increases strictly with r, and

E(r) → −∑_k v_k²/D_k as r → 0⁺,
r E(r) → −∑_k v_k²/X_k as r → ∞.

For MP2 on an electron gas in a finite cell, with fixed finite sets of occupied and virtual plane waves, this describes how the correlation energy changes with density whenever the gap parts are all positive.

```lean
import Mathlib

open Filter Topology

namespace ElectronGasMP2

noncomputable section
```

When such a cell is rescaled, kinetic energies vary as 1/r² and Coulomb energies as 1/r. The Hartree–Fock gap of an excitation therefore has a kinetic part D_k/r² and an exchange part X_k/r. The condition D_k > 0 says that the excitation raises the kinetic energy. The condition X_k > 0 says that exchange widens the gap, as it does when it lowers the occupied levels more than the virtual ones. Both signs are assumed here, not derived from orbitals. The sign of X_k can depend on how the exchange term at zero momentum transfer is treated. If that term is dropped for two electrons of opposite spin in the zero-momentum orbital, exchange lowers only the virtual levels, and every X_k is negative.

```lean
/-- Excitation gap at Wigner-Seitz radius `r ≠ 0`: a kinetic part `d / r ^ 2` plus an
exchange part `x / r`. -/
def gap (d x r : ℝ) : ℝ := d / r ^ 2 + x / r
```

The finite type `ι` labels the excitations, and `v`, `D` and `X` are real functions on it. For MP2, v_k/r stands for the antisymmetrised Coulomb matrix element between spin orbitals, with positive counting weights absorbed into v_k². Neither `ι` nor the three functions depend on r. Because `ι` is finite, the thermodynamic and complete-basis limits are not covered.

```lean
variable {ι : Type*} [Fintype ι]

/-- Second-order energy of finitely many double excitations with Coulomb matrix elements
`v k / r` and gaps `gap (D k) (X k) r`, for `r ≠ 0` and nonzero gaps. -/
def energy (v D X : ι → ℝ) (r : ℝ) : ℝ :=
  -∑ k, (v k / r) ^ 2 / gap (D k) (X k) r
```

Over a common denominator, the gap is (D_k + X_k r)/r². The numerator of each term is v_k²/r², so the factor 1/r² cancels:

E(r) = −∑_k v_k² / (D_k + X_k r).

The proof does this term by term with `Finset.sum_congr`. Every later result about E uses this form, directly or through an earlier theorem.

```lean
/-- For `r > 0` the common factor `1 / r ^ 2` cancels between the squared Coulomb matrix
elements and the gaps. -/
theorem energy_eq (v D X : ι → ℝ) {r : ℝ} (hr : 0 < r) :
    energy v D X r = -∑ k, v k ^ 2 / (D k + X k * r) := by
  unfold energy gap
  congr 1
  refine Finset.sum_congr rfl fun k _ => ?_
  have h : D k / r ^ 2 + X k / r = (D k + X k * r) / r ^ 2 := by
    field_simp
  rw [h, div_pow, div_div_div_cancel_right₀ (pow_ne_zero 2 hr.ne')]
```

If every D_k is nonzero, setting every X_k to zero leaves −∑_k v_k²/D_k at every radius. In this model, all the density dependence enters through the exchange part of the gaps.

```lean
/-- Without the exchange part of the gaps, the second-order energy is the same at every
radius `r > 0`. -/
theorem energy_without_exchange (v D : ι → ℝ) {r : ℝ} (hr : 0 < r) :
    energy v D (fun _ => 0) r = -∑ k, v k ^ 2 / D k := by
  rw [energy_eq v D _ hr]
  simp only [zero_mul, add_zero]
```

Now let 0 < r < s. Since X_k > 0,

0 < D_k + X_k r < D_k + X_k s,

and hence

v_k²/(D_k + X_k s) ≤ v_k²/(D_k + X_k r),

with strict inequality wherever v_k ≠ 0. One such excitation makes the inequality between the sums strict, and the minus sign reverses it, so E(r) < E(s). If every v_k were zero, E would be constant.

In Lean, `StrictMonoOn` on `Set.Ioi 0` means strict increase on r > 0. `Finset.sum_lt_sum` takes the weak inequality for all terms and the strict one for the excitation `j` supplied by `hv`.

```lean
/-- With positive kinetic and exchange parts of the gaps and at least one nonzero Coulomb
matrix element, the second-order energy strictly increases with the radius `r > 0`. -/
theorem energy_strictMonoOn (v D X : ι → ℝ) (hD : ∀ k, 0 < D k) (hX : ∀ k, 0 < X k)
    (hv : ∃ k, v k ≠ 0) : StrictMonoOn (energy v D X) (Set.Ioi 0) := by
  intro r hr s hs hrs
  have hr' : 0 < r := hr
  rw [energy_eq v D X hr, energy_eq v D X hs]
  apply neg_lt_neg
  -- every denominator is positive and grows with the radius
  have hpos : ∀ k, 0 < D k + X k * r := fun k =>
    add_pos (hD k) (mul_pos (hX k) hr')
  have hlt : ∀ k, D k + X k * r < D k + X k * s := fun k => by
    linarith [mul_lt_mul_of_pos_left hrs (hX k)]
  obtain ⟨j, hj⟩ := hv
  exact Finset.sum_lt_sum
    (fun k _ => div_le_div_of_nonneg_left (sq_nonneg (v k)) (hpos k) (hlt k).le)
    ⟨j, Finset.mem_univ j, div_lt_div_of_pos_left (by positivity) (hpos j) (hlt j)⟩
```

For the high-density limit, each denominator is continuous in r and D_k + X_k r → D_k as r → 0. The filter `𝓝[>] 0` restricts the approach to positive r.

```lean
/-- The gap multiplied by `r ^ 2`, that is `d + x * r`, tends to its kinetic part `d` as
`r` tends to zero from above. -/
theorem scaled_gap_tendsto (d x : ℝ) :
    Tendsto (fun r : ℝ => d + x * r) (𝓝[>] 0) (𝓝 d) := by
  have hc : Continuous (fun r : ℝ => d + x * r) := by fun_prop
  have h := (hc.tendsto 0).mono_left (nhdsWithin_le_nhds (s := Set.Ioi 0))
  simpa using h
```

Because D_k ≠ 0, each quotient tends to v_k²/D_k, and a finite sum of limits is the limit of the sum. The step `hsum.congr'` carries the result over to E, which agrees with the simplified form for r > 0. The signs of the X_k play no part.

```lean
/-- High-density limit: for positive kinetic parts of the gaps, the energy tends to the
second-order energy with purely kinetic gaps. -/
theorem energy_high_density (v D X : ι → ℝ) (hD : ∀ k, 0 < D k) :
    Tendsto (energy v D X) (𝓝[>] 0) (𝓝 (-∑ k, v k ^ 2 / D k)) := by
  have hk : ∀ k, Tendsto (fun r : ℝ => v k ^ 2 / (D k + X k * r)) (𝓝[>] 0)
      (𝓝 (v k ^ 2 / D k)) := fun k =>
    tendsto_const_nhds.div (scaled_gap_tendsto (D k) (X k)) (hD k).ne'
  have hsum := (tendsto_finsetSum Finset.univ fun k _ => hk k).neg
  refine hsum.congr' ?_
  filter_upwards [self_mem_nhdsWithin] with r hr
  exact (energy_eq v D X hr).symm
```

At low density, multiplication by r gives

r E(r) = −∑_k v_k² / (D_k/r + X_k).

As r → ∞, which is `atTop` in Lean, D_k/r → 0 and each denominator tends to X_k > 0. The proof takes this limit first (`hgap`, `hk`, `hsum`) and then identifies the expression with r E(r) for positive r. Here the signs of the D_k play no part.

```lean
/-- Low-density limit: for positive exchange parts of the gaps, `r` times the energy tends
to the second-order sum with purely exchange gaps. -/
theorem energy_low_density (v D X : ι → ℝ) (hX : ∀ k, 0 < X k) :
    Tendsto (fun r => r * energy v D X r) atTop (𝓝 (-∑ k, v k ^ 2 / X k)) := by
  have hgap : ∀ k, Tendsto (fun r : ℝ => D k * r⁻¹ + X k) atTop (𝓝 (X k)) := fun k => by
    have h0 : Tendsto (fun r : ℝ => r⁻¹) atTop (𝓝 0) := tendsto_inv_atTop_zero
    simpa using (h0.const_mul (D k)).add_const (X k)
  have hk : ∀ k, Tendsto (fun r : ℝ => v k ^ 2 / (D k * r⁻¹ + X k)) atTop
      (𝓝 (v k ^ 2 / X k)) := fun k =>
    tendsto_const_nhds.div (hgap k) (hX k).ne'
  have hsum := (tendsto_finsetSum Finset.univ fun k _ => hk k).neg
  refine hsum.congr' ?_
  filter_upwards [eventually_gt_atTop (0 : ℝ)] with r hr
  -- the factor `r` is absorbed into the denominators
  rw [energy_eq v D X hr, mul_neg, Finset.mul_sum]
  congr 1
  refine Finset.sum_congr rfl fun k _ => ?_
  have h : D k * r⁻¹ + X k = (D k + X k * r) / r := by
    field_simp
  rw [h, div_div_eq_mul_div]
  ring
```

The next theorem joins the three statements under the hypotheses given at the start.

```lean
/-- Density dependence of second-order perturbation theory: with positive kinetic and
exchange parts of the gaps and at least one nonzero Coulomb matrix element, the energy
strictly increases with `r > 0`, has a finite high-density limit, and behaves at low density
as a constant divided by `r`. -/
theorem density_dependence (v D X : ι → ℝ) (hD : ∀ k, 0 < D k) (hX : ∀ k, 0 < X k)
    (hv : ∃ k, v k ≠ 0) :
    StrictMonoOn (energy v D X) (Set.Ioi 0) ∧
    Tendsto (energy v D X) (𝓝[>] 0) (𝓝 (-∑ k, v k ^ 2 / D k)) ∧
    Tendsto (fun r => r * energy v D X r) atTop (𝓝 (-∑ k, v k ^ 2 / X k)) :=
  ⟨energy_strictMonoOn v D X hD hX hv, energy_high_density v D X hD,
    energy_low_density v D X hX⟩
```

The approach to the high-density limit is linear in r. Write E₀ = −∑_k v_k²/D_k. Then

(E(r) − E₀)/r = ∑_k [v_k²/D_k − v_k²/(D_k + X_k r)]/r
= ∑_k v_k² X_k / (D_k (D_k + X_k r)),

which tends to ∑_k v_k² X_k/D_k² as r → 0⁺. The proof establishes the limit of the last expression, then checks the algebraic identity for each excitation by clearing the positive denominators and calling `ring`.

```lean
/-- Leading density correction: for positive kinetic and exchange parts of the gaps, the
energy departs from its high-density limit linearly in `r`, with slope
`∑ k, v k ^ 2 * X k / D k ^ 2`. -/
theorem high_density_slope (v D X : ι → ℝ) (hD : ∀ k, 0 < D k) (hX : ∀ k, 0 < X k) :
    Tendsto (fun r => (energy v D X r - (-∑ k, v k ^ 2 / D k)) / r) (𝓝[>] 0)
      (𝓝 (∑ k, v k ^ 2 * X k / D k ^ 2)) := by
  have hk : ∀ k, Tendsto (fun r : ℝ => v k ^ 2 * X k / (D k * (D k + X k * r))) (𝓝[>] 0)
      (𝓝 (v k ^ 2 * X k / D k ^ 2)) := fun k => by
    rw [sq (D k)]
    exact tendsto_const_nhds.div ((scaled_gap_tendsto (D k) (X k)).const_mul (D k))
      (mul_pos (hD k) (hD k)).ne'
  refine (tendsto_finsetSum Finset.univ fun k _ => hk k).congr' ?_
  filter_upwards [self_mem_nhdsWithin] with r hr
  have hr' : 0 < r := hr
  -- the difference quotient is computed excitation by excitation
  rw [energy_eq v D X hr', sub_neg_eq_add, neg_add_eq_sub, ← Finset.sum_sub_distrib,
    Finset.sum_div]
  refine Finset.sum_congr rfl fun k _ => ?_
  have hd := hD k
  have hp : 0 < D k + X k * r := add_pos hd (mul_pos (hX k) hr')
  rw [div_sub_div _ _ hd.ne' hp.ne', div_div,
    div_eq_div_iff (mul_pos hd hp).ne' (mul_pos (mul_pos hd hp) hr').ne']
  ring

end

end ElectronGasMP2
```

```lean
#print axioms ElectronGasMP2.energy_without_exchange
-- 'ElectronGasMP2.energy_without_exchange' depends on axioms: [propext, Classical.choice, Quot.sound]
#print axioms ElectronGasMP2.density_dependence
-- 'ElectronGasMP2.density_dependence' depends on axioms: [propext, Classical.choice, Quot.sound]
#print axioms ElectronGasMP2.high_density_slope
-- 'ElectronGasMP2.high_density_slope' depends on axioms: [propext, Classical.choice, Quot.sound]
```
